# Hills repeated at one point in well-tempered metadynamics: the height decays as $D/k$

## The recursion and its limits

Let $V_k$ be the bias potential at one fixed point of the collective variable after $k$ hills have been centred there and none anywhere else. Each new hill has the bare height $w>0$ multiplied by a factor that decreases with the bias already present:

$$V_{k+1}=V_k+h_k,\qquad h_k=w\,e^{-V_k/D}.$$

Counting starts at $k=0$, so $h_k$ is the height of the hill added after $k$ earlier ones. The initial bias $V_0$ is any real number. The constant $D>0$ is an energy, $D=k_B\Delta T$ in the usual notation, where $\Delta T$ is the temperature parameter of the well-tempered scheme. It sets how much bias must accumulate before the hills shrink by a factor $e$.

As $k\to\infty$,

$$\frac{e^{V_k/D}}{k}\to\frac wD,\qquad k\,h_k\to D,\qquad V_k-D\log k\to D\log\frac wD.$$

Moreover, $k\,h_k<D$ at every step. In this one-point model of metadynamics, the hill height therefore falls as $D/k$ whatever the bare height, while the bias itself grows without bound, logarithmically.

## Linear growth of the exponential

Put $x_k=e^{V_k/D}$ and $t_k=h_k/D$. The definition of $h_k$ gives $h_kx_k=w$, hence $t_kx_k=w/D$, and the recursion becomes $x_{k+1}=x_ke^{t_k}$.

The inequality $1+t\le e^t$ bounds the increment from below:

$$x_{k+1}-x_k=x_k(e^{t_k}-1)\ge x_kt_k=\frac wD.$$

The same inequality at $-t_k$ reads $1-t_k\le e^{-t_k}$. Multiplying by $x_ke^{t_k}>0$ gives $x_ke^{t_k}-t_kx_ke^{t_k}\le x_k$, and so

$$x_{k+1}-x_k\le t_kx_ke^{t_k}=\frac wD\,e^{h_k/D}.$$

Summing the lower bound yields $x_k\ge x_0+kw/D>kw/D$. Since $h_k=w/x_k$, it follows that $k\,h_k<D$. For $k\ge1$ this means $0<h_k<D/k$, so $h_k\to0$.

The upper bound on the increment now tends to $w/D$, which equals the lower bound, so the increments converge to $w/D$. Their averages have the same limit, by Cesàro's theorem, and the sum telescopes:

$$\frac{x_k}{k}=\frac{x_0}{k}+\frac1k\sum_{i=0}^{k-1}(x_{i+1}-x_i)\to\frac wD.$$

The other two limits follow from

$$k\,h_k=\frac{w}{x_k/k}\to\frac{w}{w/D}=D,\qquad V_k-D\log k=D\log\frac{x_k}{k}\to D\log\frac wD.$$

## Three hills with $w=D=1$ and $V_0=0$

| $k$ | $V_k$ | $h_k$ | $k\,h_k$ | $x_k$ |
|---|---|---|---|---|
| 0 | 0 | 1 | 0 | 1 |
| 1 | 1 | 0.368 | 0.368 | 2.718 |
| 2 | 1.368 | 0.255 | 0.509 | 3.927 |
| 3 | 1.623 | 0.197 | 0.592 | 5.066 |

The products $k\,h_k$ stay below $D=1$, and $x_k$ stays at or above $x_0+kw/D=1+k$.

## The recursion in Lean

```lean
import Mathlib

open Filter Topology

namespace WellTemperedHills

noncomputable section
```

The bias is a function of the natural number `k`, defined by recursion. The parameters `w`, `D` and `V₀` are real numbers, to be read as energies in one common unit.

```lean
/-- The bias at a single point after `k` hills, starting from `V₀`: each step adds a hill of
height `w * exp (-V / D)`, where `V` is the bias already present. -/
def bias (w D V₀ : ℝ) : ℕ → ℝ
  | 0 => V₀
  | k + 1 => bias w D V₀ k + w * Real.exp (-bias w D V₀ k / D)
```

The next definition names the increment in that recursion, $h_k$.

```lean
/-- The height of the hill that is added to the bias `V_k`. -/
def hill (w D V₀ : ℝ) (k : ℕ) : ℝ := w * Real.exp (-bias w D V₀ k / D)
```

The model is deterministic and contains a single point. Hill widths, overlap with hills centred elsewhere, and the motion of the system between depositions are absent, so the theorems do not address convergence of a free-energy estimate along a collective variable.

## Bounds at each step

The first lemma is $h_kx_k=w$: the two exponents cancel.

```lean
/-- The hill height times the exponential of the scaled bias is the bare height `w`. -/
theorem hill_mul_exp (w D V₀ : ℝ) (k : ℕ) :
    hill w D V₀ k * Real.exp (bias w D V₀ k / D) = w := by
  have h : -bias w D V₀ k / D + bias w D V₀ k / D = 0 := by ring
  rw [hill, mul_assoc, ← Real.exp_add, h, Real.exp_zero, mul_one]
```

The two-sided bound on $x_{k+1}-x_k$ comes next. Within the proof, `hstep` is $x_{k+1}=x_ke^{t_k}$ and `htx` is $t_kx_k=w/D$. The `generalize` lines then replace $x_k$ and $t_k$ by arbitrary numbers $x>0$ and $t$, which leaves two inequalities about the exponential. Both follow from `Real.add_one_le_exp`, used at `t` and at `-t`.

```lean
/-- One deposition raises `exp (V / D)` by at least `w / D` and by at most `w / D` times
the exponential of the scaled hill height. -/
theorem exp_bias_increment (w D V₀ : ℝ) (k : ℕ) :
    w / D ≤ Real.exp (bias w D V₀ (k + 1) / D) - Real.exp (bias w D V₀ k / D) ∧
    Real.exp (bias w D V₀ (k + 1) / D) - Real.exp (bias w D V₀ k / D)
      ≤ w / D * Real.exp (hill w D V₀ k / D) := by
  have hstep : Real.exp (bias w D V₀ (k + 1) / D)
      = Real.exp (bias w D V₀ k / D) * Real.exp (hill w D V₀ k / D) := by
    rw [← Real.exp_add]
    congr 1
    simp only [bias, hill]
    ring
  have htx : hill w D V₀ k / D * Real.exp (bias w D V₀ k / D) = w / D := by
    rw [div_mul_eq_mul_div, hill_mul_exp]
  rw [hstep, ← htx]
  have hx := Real.exp_pos (bias w D V₀ k / D)
  generalize Real.exp (bias w D V₀ k / D) = x at hx ⊢
  generalize hill w D V₀ k / D = t
  constructor
  · -- the exponential lies above its tangent at zero
    have h := mul_le_mul_of_nonneg_left (Real.add_one_le_exp t) hx.le
    linarith
  · -- the same inequality at `-t`, multiplied by `x * exp t`
    have h := mul_le_mul_of_nonneg_left (Real.add_one_le_exp (-t))
      (mul_pos hx (Real.exp_pos t)).le
    have h1 : x * Real.exp t * Real.exp (-t) = x := by
      rw [mul_assoc, ← Real.exp_add, add_neg_cancel, Real.exp_zero, mul_one]
    rw [h1] at h
    linarith
```

Induction on `k` adds up the lower bounds.

```lean
/-- After `k` hills, `exp (V_k / D)` is at least its initial value plus `k * (w / D)`. -/
theorem exp_bias_lower_bound (w D V₀ : ℝ) (k : ℕ) :
    Real.exp (V₀ / D) + k * (w / D) ≤ Real.exp (bias w D V₀ k / D) := by
  induction k with
  | zero => simp [bias]
  | succ k ih =>
    have h := (exp_bias_increment w D V₀ k).1
    push_cast
    linarith
```

The bound $k\,h_k<D$ is stated for positive $w$ and $D$ and for every `k`, including zero; the proof uses only $D>0$. The proof multiplies $kw/D<x_k$ by $D$, rewrites $w$ as $h_kx_k$, and cancels the positive factor $x_k$.

```lean
/-- At every step the hill height multiplied by the number of earlier hills is below `D`. -/
theorem mul_hill_lt {w D : ℝ} (hw : 0 < w) (hD : 0 < D) (V₀ : ℝ) (k : ℕ) :
    k * hill w D V₀ k < D := by
  have hx := Real.exp_pos (bias w D V₀ k / D)
  have hlow : k * (w / D) < Real.exp (bias w D V₀ k / D) := by
    have h := exp_bias_lower_bound w D V₀ k
    have h0 := Real.exp_pos (V₀ / D)
    linarith
  have hmul := mul_lt_mul_of_pos_left hlow hD
  have he : D * (k * (w / D)) = k * w := by
    have hD' := hD.ne'
    field_simp
  refine lt_of_mul_lt_mul_right ?_ hx.le
  rw [mul_assoc, hill_mul_exp, ← he]
  exact hmul
```

## Limits of the hill height and the bias

In the limit statements, `Tendsto … atTop (𝓝 a)` says that a sequence converges to `a` as `k` grows. The hill height is squeezed between $0$ and $D/k$, the latter from `k = 1` onwards.

```lean
/-- The hill height tends to zero. -/
theorem hill_tendsto_zero {w D : ℝ} (hw : 0 < w) (hD : 0 < D) (V₀ : ℝ) :
    Tendsto (hill w D V₀) atTop (𝓝 0) := by
  refine squeeze_zero' (Eventually.of_forall fun k => ?_) ?_
    (tendsto_const_div_atTop_nhds_zero_nat D)
  · exact (mul_pos hw (Real.exp_pos _)).le
  · filter_upwards [eventually_ge_atTop 1] with k hk
    have hk' : (0 : ℝ) < k := by exact_mod_cast hk
    rw [le_div_iff₀ hk', mul_comm]
    exact (mul_hill_lt hw hD V₀ k).le
```

The central limit, $x_k/k\to w/D$, follows the derivation above. `hup` is the convergence of the upper bound, by continuity of the exponential, and `hinc` is the squeeze of the increments. The averaging step is `hinc.cesaro`, to which the vanishing term $x_0/k$ is added. `Finset.sum_range_sub` evaluates the telescoping sum.

```lean
/-- The exponential of the scaled bias grows linearly in the number of hills,
with slope `w / D`. -/
theorem exp_bias_div_tendsto {w D : ℝ} (hw : 0 < w) (hD : 0 < D) (V₀ : ℝ) :
    Tendsto (fun k : ℕ => Real.exp (bias w D V₀ k / D) / k) atTop (𝓝 (w / D)) := by
  have hup : Tendsto (fun k => w / D * Real.exp (hill w D V₀ k / D)) atTop (𝓝 (w / D)) := by
    have h := ((Real.continuous_exp.tendsto _).comp
      ((hill_tendsto_zero hw hD V₀).div_const D)).const_mul (w / D)
    simpa only [Function.comp_def, zero_div, Real.exp_zero, mul_one] using h
  -- the increments are squeezed to `w / D`
  have hinc : Tendsto (fun k => Real.exp (bias w D V₀ (k + 1) / D)
      - Real.exp (bias w D V₀ k / D)) atTop (𝓝 (w / D)) :=
    tendsto_of_tendsto_of_tendsto_of_le_of_le tendsto_const_nhds hup
      (fun k => (exp_bias_increment w D V₀ k).1) (fun k => (exp_bias_increment w D V₀ k).2)
  -- their averages telescope
  have h := hinc.cesaro.add
    (tendsto_const_div_atTop_nhds_zero_nat (Real.exp (bias w D V₀ 0 / D)))
  rw [add_zero] at h
  refine h.congr fun k => ?_
  have hs : ∑ i ∈ Finset.range k, (Real.exp (bias w D V₀ (i + 1) / D)
      - Real.exp (bias w D V₀ i / D))
      = Real.exp (bias w D V₀ k / D) - Real.exp (bias w D V₀ 0 / D) :=
    Finset.sum_range_sub (fun i => Real.exp (bias w D V₀ i / D)) k
  simp only [hs]
  ring
```

Dividing the constant $w$ by this sequence gives the law for the hill height. The division is legitimate because the limit $w/D$ is nonzero.

```lean
/-- For hills repeated at one point, the hill height multiplied by the number of hills tends to `D`,
for all positive `w` and `D` and any initial bias. -/
theorem mul_hill_tendsto {w D : ℝ} (hw : 0 < w) (hD : 0 < D) (V₀ : ℝ) :
    Tendsto (fun k : ℕ => k * hill w D V₀ k) atTop (𝓝 D) := by
  have hw' := hw.ne'
  have hD' := hD.ne'
  have h := (tendsto_const_nhds (x := w)).div (exp_bias_div_tendsto hw hD V₀)
    (div_pos hw hD).ne'
  have he : w / (w / D) = D := by field_simp
  rw [he] at h
  refine h.congr fun k => ?_
  show w / (Real.exp (bias w D V₀ k / D) / k) = k * hill w D V₀ k
  rw [hill, neg_div, Real.exp_neg, div_div_eq_mul_div]
  ring
```

Taking the logarithm of the same limit and multiplying by $D$ gives the growth of the bias. The identity $D\log(x_k/k)=V_k-D\log k$ is needed only for $k\ge1$, which suffices for a limit. The limiting constant $D\log(w/D)$ does not contain `V₀`, so the influence of the initial bias on $V_k$ dies out.

```lean
/-- The bias grows as `D * log k`, and the remainder tends to `D * log (w / D)`. -/
theorem bias_sub_log_tendsto {w D : ℝ} (hw : 0 < w) (hD : 0 < D) (V₀ : ℝ) :
    Tendsto (fun k : ℕ => bias w D V₀ k - D * Real.log k) atTop
      (𝓝 (D * Real.log (w / D))) := by
  have h := ((exp_bias_div_tendsto hw hD V₀).log (div_pos hw hD).ne').const_mul D
  refine h.congr' ?_
  filter_upwards [eventually_ge_atTop 1] with k hk
  have hk' : (k : ℝ) ≠ 0 := by
    have : k ≠ 0 := by omega
    exact_mod_cast this
  have hD' := hD.ne'
  have hV : D * (bias w D V₀ k / D) = bias w D V₀ k := by field_simp
  show D * Real.log (Real.exp (bias w D V₀ k / D) / k) = bias w D V₀ k - D * Real.log k
  rw [Real.log_div (Real.exp_pos _).ne' hk', Real.log_exp]
  linear_combination hV

end

end WellTemperedHills
```

```lean
#print axioms WellTemperedHills.mul_hill_tendsto
#print axioms WellTemperedHills.bias_sub_log_tendsto
```

```
'WellTemperedHills.mul_hill_tendsto' depends on axioms: [propext, Classical.choice, Quot.sound]
'WellTemperedHills.bias_sub_log_tendsto' depends on axioms: [propext, Classical.choice, Quot.sound]
```
